# A common tangent touching at two densities gives a kink in a conjugate that is finite nearby

## Two densities and a corner

Suppose a system can choose between only two densities, x = −1 and x = 1, and both have free energy zero. In a field p it takes the density with the larger value of p x, so the best value is

max(−p, p) = |p|.

Each density contributes a straight line in p whose slope is the density itself. The two lines cross at p = 0, and their maximum has a corner there. The slope jumps from −1 to 1, from one density to the other.

A realistic free energy offers a continuum of densities, and each one adds another line to the maximum. More lines can only raise the maximum. If none of them rises above the crossing point of the first two, and the maximum stays finite nearby, the corner survives. A common tangent guarantees the first of these two conditions.

## Coexistence as a common tangent

Let f(x) be a free-energy density at fixed temperature, as a function of a density x. Its Legendre-Fenchel conjugate is

f*(p) = sup over x of (p x − f(x)).

For a fluid, p is the chemical potential and f*(p) is the pressure. For a magnet, x is the magnetisation and p the magnetic field.

Two phases with densities a < b coexist at the field p0 when one straight line touches f at both densities and lies nowhere above it:

f(x) ≥ p0 x − c for all x,

f(a) = p0 a − c and f(b) = p0 b − c.

For a fluid, the common slope p0 expresses equal chemical potential in the two phases, and the constant c is their common pressure, because the derivation below gives f*(p0) = c.

One more condition is needed: f* must be finite for fields near p0. Physically, f must grow fast enough at large |x| that a small change of field doesn't drive the density to infinity. A free energy that coincides with the tangent line everywhere violates this, since p x − f(x) is then unbounded for every p ≠ p0.

## The statement and its Lean form

Under these assumptions, three things hold:

- f*(p0) = c.
- f*(p) ≥ c + max(a(p − p0), b(p − p0)) at every p where f* is finite.
- f* is not differentiable at p0.

This is the theorem `coexistence_kink`. The free energy is a function `f : ℝ → ℝ`, and `conjugate f p` is the supremum above, taken over all real x. The predicate `FiniteAt f p` says that the numbers p x − f(x) are bounded above. The hypothesis `∀ᶠ p in 𝓝 p0, FiniteAt f p` says that this holds throughout some open interval around p0. It matters in Lean because a real supremum of an unbounded set is assigned the value 0, so `conjugate` carries physical meaning only where `FiniteAt` holds.

The hypotheses `hf`, `ha` and `hb` are the tangent line and its two contacts, and `hab` is a < b. Neither convexity nor continuity of f is assumed, so f may have a barrier between the two phases.

The sign convention makes f* a pressure; the grand potential per volume is −f*. The density runs over the whole real line and f is finite everywhere, so a fluid restricted to x ≥ 0 by an infinite free energy at negative x doesn't fit the types directly. The free energy is given, and the common tangent is assumed: nothing here derives coexistence from a microscopic Hamiltonian.

For simulation practice, the consequence in this model with one density and a given bulk free energy is that a smooth fit of pressure against chemical potential through p0 can come close to f* in value but cannot equal it throughout an interval around p0. The fit has a single slope at p0, which cannot give both densities a and b.

## From the tangent to the kink

**Trial densities.** A supremum is at least as large as each of its members. Wherever f* is finite, every x therefore gives Young's inequality:

p x − f(x) ≤ f*(p).

**The value at coexistence.** The tangent condition rearranges to p0 x − f(x) ≤ c for every x. Hence f*(p0) is finite and at most c. At the contact a,

p0 a − f(a) = p0 a − (p0 a − c) = c,

so the bound is attained and f*(p0) = c.

**Supporting lines.** Let x be a contact density, so that f(x) = p0 x − c. Young's inequality at a field p becomes

f*(p) ≥ p x − p0 x + c = c + x(p − p0).

Taking x = a and x = b and keeping the larger bound gives the inequality with the maximum.

**The slope at a contact.** Suppose f* has derivative m at p0, and let x be a contact density. Define

g(p) = f*(p) − x(p − p0).

For p near p0, where f* is finite, the supporting line gives g(p) ≥ c = g(p0). So g has a local minimum at p0, and its derivative there vanishes:

m − x = 0.

The derivative of the conjugate is the density, as thermodynamics expects.

**Two contacts.** Applied to both contacts, the last step gives m = a and m = b. This contradicts a < b, so f* has no derivative at p0.

**The size of the jump.** For p < p0, the supporting line of slope a gives

f*(p0) − f*(p) ≤ c − c − a(p − p0) = a(p0 − p).

Dividing by p0 − p > 0 shows that the difference quotient on the left is at most a. For q > p0, the line of slope b gives

f*(q) − f*(p0) ≥ b(q − p0),

so the quotient on the right is at least b. The average slopes on the two sides are separated by at least b − a, the density difference between the phases.

## A double well and its merging limit

Take f(x) = (|x| − 1)²/2, with minima at −1 and 1. Since p x ≤ |p| |x|, completing the square gives

p x − f(x) ≤ |p| |x| − (|x| − 1)²/2 = |p| + p²/2 − (|x| − 1 − |p|)²/2 ≤ |p| + p²/2.

For p ≥ 0 the density x = 1 + p attains the bound:

p(1 + p) − p²/2 = p + p²/2.

For p ≤ 0 the density x = p − 1 attains it, because then |x| − 1 = −p and

p(p − 1) − p²/2 = −p + p²/2.

Therefore f*(p) = |p| + p²/2. The term |p| is the corner of the two-density system, and p²/2 comes from the response of the density within each well.

Moving the minima to −w and w, with w > 0, changes the conjugate to w|p| + p²/2 by the same calculation. As w → 0 the two phases merge, the corner closes, and the smooth function p²/2 remains. This limit shows the role of the strict inequality a < b.

## The complete Lean file

```lean
import Mathlib

open Filter Topology

namespace CoexistenceKink

noncomputable section

/-- The conjugate of `f` at field `p` has a finite value: the numbers `p x - f x` are
bounded above. -/
def FiniteAt (f : ℝ → ℝ) (p : ℝ) : Prop :=
  BddAbove (Set.range fun x : ℝ => p * x - f x)

/-- The Legendre-Fenchel conjugate `f*(p) = sup_x (p x - f x)`, meaningful at fields `p`
with `FiniteAt f p`. -/
def conjugate (f : ℝ → ℝ) (p : ℝ) : ℝ :=
  ⨆ x : ℝ, (p * x - f x)

/-- Young's inequality: where the conjugate is finite, every trial density `x` gives a lower bound
on it. -/
theorem young {f : ℝ → ℝ} {p : ℝ} (h : FiniteAt f p) (x : ℝ) :
    p * x - f x ≤ conjugate f p :=
  le_ciSup (f := fun x : ℝ => p * x - f x) h x

/-- If the line `p0 x - c` lies below `f` and touches it at some density, then the conjugate
at `p0` is finite and equals `c`. -/
theorem conjugate_at_tangent {f : ℝ → ℝ} {p0 c x : ℝ}
    (hf : ∀ y, p0 * y - c ≤ f y) (hx : f x = p0 * x - c) :
    FiniteAt f p0 ∧ conjugate f p0 = c := by
  have hfin : FiniteAt f p0 := by
    refine ⟨c, ?_⟩
    rintro _ ⟨y, rfl⟩
    show p0 * y - f y ≤ c
    linarith [hf y]
  refine ⟨hfin, le_antisymm ?_ ?_⟩
  · exact ciSup_le fun y => by linarith [hf y]
  · linarith [young hfin x]

/-- A density `x` at which `f` meets the line `p0 x - c` gives a line of slope `x` that bounds the
conjugate from below wherever the conjugate is finite. -/
theorem supporting_line {f : ℝ → ℝ} {p0 c x p : ℝ}
    (hx : f x = p0 * x - c) (hp : FiniteAt f p) :
    c + x * (p - p0) ≤ conjugate f p := by
  have h := young hp x
  rw [hx] at h
  linarith

/-- If the conjugate is finite near `p0` and differentiable at `p0`, its derivative there is the
density at which the tangent line of slope `p0` touches `f`. -/
theorem derivative_eq_density {f : ℝ → ℝ} {p0 c x m : ℝ}
    (hf : ∀ y, p0 * y - c ≤ f y) (hx : f x = p0 * x - c)
    (hfin : ∀ᶠ p in 𝓝 p0, FiniteAt f p)
    (hm : HasDerivAt (conjugate f) m p0) : m = x := by
  -- among nearby fields, the conjugate minus its supporting line is smallest at `p0`
  have hev : ∀ᶠ p in 𝓝 p0,
      conjugate f p0 - x * (p0 - p0) ≤ conjugate f p - x * (p - p0) := by
    filter_upwards [hfin] with p hp
    have h1 := supporting_line hx hp
    have h2 := (conjugate_at_tangent hf hx).2
    rw [h2]
    linarith
  have hmin : IsLocalMin (fun p => conjugate f p - x * (p - p0)) p0 := hev
  have hd : HasDerivAt (fun p => conjugate f p - x * (p - p0)) (m - x * 1) p0 :=
    hm.fun_sub (((hasDerivAt_id' p0).sub_const p0).const_mul x)
  linarith [hmin.hasDerivAt_eq_zero hd]

/-- Coexistence gives a kink: if a common tangent of slope `p0` touches `f` at two densities
`a < b` and the conjugate is finite near `p0`, then the conjugate equals `c` at `p0`, lies above
the two lines of slopes `a` and `b` wherever it is finite, and is not differentiable at `p0`. -/
theorem coexistence_kink {f : ℝ → ℝ} {p0 c a b : ℝ} (hab : a < b)
    (hf : ∀ x, p0 * x - c ≤ f x)
    (ha : f a = p0 * a - c) (hb : f b = p0 * b - c)
    (hfin : ∀ᶠ p in 𝓝 p0, FiniteAt f p) :
    conjugate f p0 = c ∧
    (∀ p, FiniteAt f p → c + max (a * (p - p0)) (b * (p - p0)) ≤ conjugate f p) ∧
    ¬ DifferentiableAt ℝ (conjugate f) p0 := by
  refine ⟨(conjugate_at_tangent hf ha).2, ?_, ?_⟩
  · intro p hp
    have h : max (a * (p - p0)) (b * (p - p0)) ≤ conjugate f p - c :=
      max_le (by linarith [supporting_line ha hp]) (by linarith [supporting_line hb hp])
    linarith
  · intro hd
    -- a single derivative would have to equal both densities
    have h1 := derivative_eq_density hf ha hfin hd.hasDerivAt
    have h2 := derivative_eq_density hf hb hfin hd.hasDerivAt
    linarith

/-- The difference quotients of the conjugate at the coexistence field are at most `a` on the left
and at least `b` on the right, where the common tangent touches `f` at `a` and `b` and the conjugate
is finite at the fields compared with the coexistence field. -/
theorem density_jump {f : ℝ → ℝ} {p0 c a b p q : ℝ}
    (hf : ∀ x, p0 * x - c ≤ f x)
    (ha : f a = p0 * a - c) (hb : f b = p0 * b - c)
    (hp : p < p0) (hq : p0 < q) (hfp : FiniteAt f p) (hfq : FiniteAt f q) :
    (conjugate f p0 - conjugate f p) / (p0 - p) ≤ a ∧
    b ≤ (conjugate f q - conjugate f p0) / (q - p0) := by
  have h0 := (conjugate_at_tangent hf ha).2
  constructor
  · rw [div_le_iff₀ (sub_pos.2 hp), h0]
    linarith [supporting_line ha hfp]
  · rw [le_div_iff₀ (sub_pos.2 hq), h0]
    linarith [supporting_line hb hfq]

/-- A double-well free energy with minima at the densities `-1` and `1`. -/
def doubleWell (x : ℝ) : ℝ := (|x| - 1) ^ 2 / 2

/-- The conjugate of the double well is finite at every field and equals `|p| + p² / 2`. -/
theorem conjugate_doubleWell (p : ℝ) :
    FiniteAt doubleWell p ∧ conjugate doubleWell p = |p| + p ^ 2 / 2 := by
  have hle : ∀ x : ℝ, p * x - doubleWell x ≤ |p| + p ^ 2 / 2 := by
    intro x
    have h1 : p * x ≤ |p| * |x| := by
      rw [← abs_mul]
      exact le_abs_self _
    unfold doubleWell
    nlinarith [sq_nonneg (|x| - 1 - |p|), sq_abs p]
  have hfin : FiniteAt doubleWell p := by
    refine ⟨|p| + p ^ 2 / 2, ?_⟩
    rintro _ ⟨x, rfl⟩
    exact hle x
  refine ⟨hfin, le_antisymm (ciSup_le hle) ?_⟩
  -- the supremum is attained in the well favoured by the sign of the field
  rcases le_total 0 p with hp | hp
  · have h := young hfin (1 + p)
    unfold doubleWell at h
    rw [abs_of_nonneg (by linarith : (0 : ℝ) ≤ 1 + p)] at h
    rw [abs_of_nonneg hp]
    unfold doubleWell
    linarith
  · have h := young hfin (p - 1)
    unfold doubleWell at h
    rw [abs_of_nonpos (by linarith : p - 1 ≤ (0 : ℝ))] at h
    rw [abs_of_nonpos hp]
    unfold doubleWell
    linarith

/-- The double well meets the hypotheses of the kink theorem at zero field: the line of height
zero lies below it and touches it at `-1` and `1`, and its conjugate is finite near zero. -/
theorem coexistence_kink_witness :
    (∀ x, 0 * x - 0 ≤ doubleWell x) ∧
    doubleWell (-1) = 0 * (-1) - 0 ∧ doubleWell 1 = 0 * 1 - 0 ∧
    ∀ᶠ p in 𝓝 (0 : ℝ), FiniteAt doubleWell p := by
  refine ⟨fun x => ?_, ?_, ?_, Eventually.of_forall fun p => (conjugate_doubleWell p).1⟩
  · have h : 0 ≤ doubleWell x := by
      unfold doubleWell
      positivity
    linarith
  · norm_num [doubleWell]
  · norm_num [doubleWell]

end

end CoexistenceKink
```

```lean
#print axioms CoexistenceKink.coexistence_kink
#print axioms CoexistenceKink.density_jump
```

```
'CoexistenceKink.coexistence_kink' depends on axioms: [propext, Classical.choice, Quot.sound]
'CoexistenceKink.density_jump' depends on axioms: [propext, Classical.choice, Quot.sound]
```

## How the proof follows the derivation

`young` is the trial-density inequality. Its proof is `le_ciSup`, the statement that a member of a bounded family lies below the supremum, with `FiniteAt` supplying the bound.

`conjugate_at_tangent` needs only one contact. It first proves finiteness at p0, using c as the upper bound, and then splits the equality into two inequalities. `ciSup_le` turns the tangent condition into f*(p0) ≤ c, and `young` at the contact gives the reverse.

`supporting_line` substitutes the contact value of f into Young's inequality and rearranges. It doesn't use the tangent condition away from the contact, because a lower bound on a supremum requires only one trial density.

`derivative_eq_density` contains the calculus. The fact `hev` compares g(p) with g(p0) for fields near p0, and `filter_upwards [hfin]` restricts the comparison to fields where the conjugate is finite. This is exactly the statement that g has a local minimum, recorded as `hmin`. The fact `hd` computes the derivative of g as `m - x * 1`, and `hasDerivAt_eq_zero` says that a derivative at a local minimum is zero. The final `linarith` reads off m = x.

`coexistence_kink` assembles the three conclusions. The value at p0 comes from the contact at a. The bound with the maximum comes from `max_le`, which asks for each of the two supporting lines separately. For the last conclusion, an assumed derivative is passed twice to `derivative_eq_density`, and `linarith` finds the contradiction with a < b.

`density_jump` proves the two bounds on difference quotients. The lemmas `div_le_iff₀` and `le_div_iff₀` clear the positive denominators, after which the supporting lines finish the argument. Finiteness is required only at the two fields being compared with p0, and a < b isn't needed for the bounds themselves.

`conjugate_doubleWell` follows the completed square. The hint `sq_nonneg (|x| - 1 - |p|)` gives `nlinarith` the square that was discarded in the upper bound, and `sq_abs p` identifies |p|² with p². The proof then separates the two signs of p and inserts the maximising densities `1 + p` and `p - 1`.

`coexistence_kink_witness` confirms that this double well satisfies the tangent, contact and finiteness hypotheses with p0 = 0, c = 0, a = −1 and b = 1. Together with −1 < 1, these are the inputs that `coexistence_kink` needs to give the kink at zero field.
